# Every Hermitian 3×3 matrix is a spin-1 Hamiltonian with unique isotropic, linear and traceless quadratic parts

A complex 3×3 matrix $H$ is Hermitian if and only if it can be written as

$$H = c\,\mathbb 1 + \sum_k b_k S_k + \sum_{k,l} D_{kl}\, S_k S_l$$

for exactly one choice of a real number $c$, a real vector $b$ and a real, symmetric, traceless matrix $D$. Here $S_0, S_1, S_2$ are the spin-1 matrices for the directions $x, y, z$ in the Cartesian basis. In that basis all entries of $H$ are real exactly when $b = 0$.

The parameters are those of magnetic resonance. The number $c$ is the mean energy of the three levels. The vector $b$ is the coupling linear in the spin; for an electronic triplet with an isotropic $g$ factor in a magnetic field $B$ it is $g\mu_B B$. The tensor $D$ is the zero-field splitting or, for a spin-1 nucleus, the quadrupole coupling. All three are energies, and the spin matrices are dimensionless ($\hbar = 1$). For an isolated three-level spin-1 system, a spin Hamiltonian with these terms can therefore represent any Hermitian effective Hamiltonian, and no further spin operators are needed.

```lean
import Mathlib

open Matrix Complex

namespace CompleteSpinOneHamiltonian

noncomputable section
```

## Spin matrices in the Cartesian basis

The Levi-Civita symbol $\varepsilon_{ijk}$ is $1$ for cyclic orderings of the three indices, $-1$ for anticyclic ones and $0$ if an index repeats. The indices run over $0, 1, 2$, and addition in `Fin 3` is modulo 3, so $(i, i+1, i+2)$ is always a cyclic ordering.

```lean
/-- The Levi-Civita symbol on three Cartesian indices. -/
def eps (i j k : Fin 3) : ℝ :=
  if j = i + 1 ∧ k = i + 2 then 1 else if j = i + 2 ∧ k = i + 1 then -1 else 0
```

The spin matrices are

$$(S_k)_{ij} = -i\,\varepsilon_{kij},$$

where the $i$ in front is the imaginary unit, written `I` in the code. The basis states are the Cartesian states $|x\rangle, |y\rangle, |z\rangle$, each of which is annihilated by the spin component along its own axis. Let the eigenstates $|m\rangle$ of $S_z$ have the usual relative phases, for which the matrix elements of $S_x \pm i S_y$ are non-negative. A choice of Cartesian states that gives these matrices is then

$$|x\rangle = \frac{|{-1}\rangle - |{+1}\rangle}{\sqrt2},\qquad |y\rangle = \frac{i\,(|{+1}\rangle + |{-1}\rangle)}{\sqrt2},\qquad |z\rangle = |0\rangle .$$

```lean
/-- The Cartesian spin-1 matrices, `(S_k)_ij = -i ε_kij`. -/
def spin (k : Fin 3) : Matrix (Fin 3) (Fin 3) ℂ :=
  Matrix.of fun i j => -I * (eps k i j : ℂ)
```

The Hamiltonian is the operator sum itself, with the matrix products $S_k S_l$ left in their given order. Its parameters have real types, so their reality is built in. Symmetry and vanishing trace of $D$ are not; they appear as hypotheses where they are needed.

```lean
/-- The spin Hamiltonian `c 1 + ∑ b_k S_k + ∑ D_kl S_k S_l` with real parameters. -/
def spinHam (c : ℝ) (b : Fin 3 → ℝ) (D : Matrix (Fin 3) (Fin 3) ℝ) :
    Matrix (Fin 3) (Fin 3) ℂ :=
  (c : ℂ) • (1 : Matrix (Fin 3) (Fin 3) ℂ) + ∑ k, (b k : ℂ) • spin k
    + ∑ k, ∑ l, (D k l : ℂ) • (spin k * spin l)
```

## Formulas for the parameters

The parameters can be read from the entries of a matrix. The isotropic energy is a third of the trace:

$$c = \tfrac13\,\mathrm{Re}\,(H_{00} + H_{11} + H_{22}).$$

```lean
/-- The isotropic energy read off a matrix: a third of the real part of its trace. -/
def isoPart (H : Matrix (Fin 3) (Fin 3) ℂ) : ℝ :=
  ((H 0 0).re + (H 1 1).re + (H 2 2).re) / 3
```

The field vector sits in the imaginary parts of the off-diagonal entries:

$$b = (\mathrm{Im}\,H_{21},\ \mathrm{Im}\,H_{02},\ \mathrm{Im}\,H_{10}).$$

```lean
/-- The field vector read off the imaginary parts of the off-diagonal entries. -/
def fieldPart (H : Matrix (Fin 3) (Fin 3) ℂ) : Fin 3 → ℝ :=
  ![(H 2 1).im, (H 0 2).im, (H 1 0).im]
```

The tensor is what remains of the real part, with its sign reversed:

$$D_{ij} = c\,\delta_{ij} - \mathrm{Re}\,H_{ij}.$$

```lean
/-- The zero-field tensor read off a matrix: the isotropic energy minus the real part. -/
def zfsPart (H : Matrix (Fin 3) (Fin 3) ℂ) : Matrix (Fin 3) (Fin 3) ℝ :=
  Matrix.of fun i j => (if i = j then isoPart H else 0) - (H i j).re
```

These functions are defined for every complex 3×3 matrix. That they return the right parameters follows from the entries of the Hamiltonian.

## The nine entries

The product of two spin matrices follows from the contraction of two Levi-Civita symbols:

$$(S_k S_l)_{ij} = -\sum_m \varepsilon_{kim}\,\varepsilon_{lmj} = \delta_{kl}\,\delta_{ij} - \delta_{kj}\,\delta_{il}.$$

Summing with the weights $D_{kl}$ gives $(\mathrm{tr}\,D)\,\delta_{ij} - D_{ji}$. Together with the other two terms,

$$H_{ij} = (c + \mathrm{tr}\,D)\,\delta_{ij} - D_{ji} - i\sum_k \varepsilon_{kij}\, b_k .$$

On the diagonal, $\mathrm{tr}\,D - D_{00} = D_{11} + D_{22}$, and similarly for the other two entries. Off the diagonal, one component of $D$ and one component of $b$ appear, in the real and the imaginary part respectively.

The Lean proof writes out the three spin matrices and multiplies them explicitly instead of contracting symbols. `fin_cases` splits the claim into its nine entries, `simp` evaluates the sums, and `ring` compares the resulting polynomials.

```lean
/-- The nine entries of the spin Hamiltonian in the Cartesian basis. -/
theorem spinHam_eq (c : ℝ) (b : Fin 3 → ℝ) (D : Matrix (Fin 3) (Fin 3) ℝ) :
    spinHam c b D =
      !![(c : ℂ) + D 1 1 + D 2 2, -(D 1 0 : ℂ) - I * b 2, -(D 2 0 : ℂ) + I * b 1;
         -(D 0 1 : ℂ) + I * b 2, (c : ℂ) + D 0 0 + D 2 2, -(D 2 1 : ℂ) - I * b 0;
         -(D 0 2 : ℂ) - I * b 1, -(D 1 2 : ℂ) + I * b 0, (c : ℂ) + D 0 0 + D 1 1] := by
  -- the three spin matrices written out
  have h0 : spin 0 = !![0, 0, 0; 0, 0, -I; 0, I, 0] := by
    ext i j; fin_cases i <;> fin_cases j <;> simp [spin, eps]
  have h1 : spin 1 = !![0, 0, I; 0, 0, 0; -I, 0, 0] := by
    ext i j; fin_cases i <;> fin_cases j <;> simp [spin, eps]
  have h2 : spin 2 = !![0, -I, 0; I, 0, 0; 0, 0, 0] := by
    ext i j; fin_cases i <;> fin_cases j <;> simp [spin, eps]
  ext i j
  fin_cases i <;> fin_cases j <;>
    simp [spinHam, Fin.sum_univ_three, h0, h1, h2] <;> ring
```

## Uniqueness: the entries determine the parameters

Let $D$ be symmetric and traceless. The trace of $H$ is $3c + 2\,\mathrm{tr}\,D = 3c$, so the first formula returns $c$. The entries $H_{21}$, $H_{02}$ and $H_{10}$ have imaginary parts $b_0$, $b_1$ and $b_2$, so the second returns $b$. Finally,

$$c\,\delta_{ij} - \mathrm{Re}\,H_{ij} = D_{ji} = D_{ij},$$

where the first equality uses the vanishing trace and the second the symmetry. Two triples that give the same $H$ therefore coincide.

In the proof, `hc` is the statement about the trace. It is then used to evaluate the tensor, where `linarith` receives the three symmetry relations of $D$.

```lean
/-- For a symmetric traceless zero-field tensor, all parameters are recovered from the
entries of the Hamiltonian. -/
theorem readout (c : ℝ) (b : Fin 3 → ℝ) (D : Matrix (Fin 3) (Fin 3) ℝ)
    (hs : D.IsSymm) (ht : D.trace = 0) :
    isoPart (spinHam c b D) = c ∧ fieldPart (spinHam c b D) = b ∧
      zfsPart (spinHam c b D) = D := by
  rw [Matrix.trace_fin_three] at ht
  have hc : isoPart (spinHam c b D) = c := by
    rw [spinHam_eq]
    simp [isoPart]
    linarith
  refine ⟨hc, ?_, ?_⟩
  · rw [spinHam_eq]
    ext k
    fin_cases k <;> simp [fieldPart]
  · unfold zfsPart
    rw [hc, spinHam_eq]
    ext i j
    fin_cases i <;> fin_cases j <;> simp <;>
      linarith [hs.apply 0 1, hs.apply 0 2, hs.apply 1 2]
```

## Existence: a Hermitian matrix is rebuilt from its parameters

For Hermitian $H$, the real parts are symmetric and the imaginary parts antisymmetric:

$$\mathrm{Re}\,H_{ji} = \mathrm{Re}\,H_{ij}, \qquad \mathrm{Im}\,H_{ji} = -\mathrm{Im}\,H_{ij}.$$

With $c$, $b$ and $D$ given by the formulas above, $D$ is symmetric because $\mathrm{Re}\,H$ is, and its trace is $3c - \mathrm{Re}\,\mathrm{tr}\,H = 0$. Inserting the parameters into the entry formula gives the real part

$$c\,\delta_{ij} - D_{ji} = \mathrm{Re}\,H_{ji} = \mathrm{Re}\,H_{ij}.$$

For the imaginary part, the entry $(2,1)$ is $b_0 = \mathrm{Im}\,H_{21}$ by definition, and the entry $(1,2)$ is $-b_0 = -\mathrm{Im}\,H_{21} = \mathrm{Im}\,H_{12}$. The other two pairs work in the same way, and the diagonal is real on both sides.

The facts `hre` and `him` are the two symmetry relations, and `h3` is the definition of $c$ multiplied by 3. The rebuilt matrix is compared with $H$ entry by entry, with real and imaginary parts taken separately by `Complex.ext`.

```lean
/-- For a Hermitian matrix the zero-field tensor read off is symmetric and traceless, and the
spin Hamiltonian with the parameters read off is the matrix itself. -/
theorem reconstruct (H : Matrix (Fin 3) (Fin 3) ℂ) (hH : H.IsHermitian) :
    (zfsPart H).IsSymm ∧ (zfsPart H).trace = 0 ∧
      spinHam (isoPart H) (fieldPart H) (zfsPart H) = H := by
  -- Hermiticity: symmetric real part, antisymmetric imaginary part
  have hre : ∀ i j, (H j i).re = (H i j).re := by
    intro i j
    have h := congrArg Complex.re (hH.apply i j)
    simpa using h
  have him : ∀ i j, -(H j i).im = (H i j).im := by
    intro i j
    have h := congrArg Complex.im (hH.apply i j)
    simpa using h
  have h3 : 3 * isoPart H = (H 0 0).re + (H 1 1).re + (H 2 2).re := by
    unfold isoPart; ring
  refine ⟨?_, ?_, ?_⟩
  · refine Matrix.IsSymm.ext fun i j => ?_
    simp only [zfsPart, Matrix.of_apply, hre i j, eq_comm]
  · rw [Matrix.trace_fin_three]
    simp [zfsPart]
    linarith
  · rw [spinHam_eq]
    ext i j
    fin_cases i <;> fin_cases j <;> apply Complex.ext <;> simp [zfsPart, fieldPart] <;>
      linarith [hre 0 1, hre 0 2, hre 1 2, him 0 0, him 1 1, him 2 2,
        him 0 1, him 0 2, him 1 2]
```

In a calculation, this step extracts spin-Hamiltonian parameters from a computed 3×3 effective Hamiltonian. In NumPy notation, with `H` in the Cartesian basis, it takes three lines:

```python
c = H.trace().real / 3
b = [H[2, 1].imag, H[0, 2].imag, H[1, 0].imag]
D = c * np.eye(3) - H.real
```

A matrix given in the $|m\rangle$ basis must first be transformed with the states listed above. The phases matter: a different unitary transformation still yields a Hermitian matrix and hence some triple $(c, b, D)$, but its components need not refer to the physical spin axes. Diagonalising $D$ then gives the principal axes and the usual zero-field parameters $\tfrac32 D_{zz}$ and $\tfrac12(D_{xx} - D_{yy})$.

## Hermiticity is symmetry of the tensor

For the converse, let $D$ be any real matrix. The isotropic and linear terms are Hermitian, so they cancel in the difference

$$H_{ij} - \overline{H_{ji}} = D_{ij} - D_{ji}.$$

Hence $H$ is Hermitian exactly when $D$ is symmetric. Neither the trace of $D$ nor the values of $c$ and $b$ matter here.

In one direction, the proof takes the real parts of three off-diagonal Hermiticity conditions and obtains the three symmetry relations. In the other, it checks the Hermiticity condition for each pair of indices.

```lean
/-- The spin Hamiltonian is Hermitian exactly when the real tensor `D` is symmetric. -/
theorem spinHam_isHermitian_iff (c : ℝ) (b : Fin 3 → ℝ) (D : Matrix (Fin 3) (Fin 3) ℝ) :
    (spinHam c b D).IsHermitian ↔ D.IsSymm := by
  rw [spinHam_eq]
  constructor
  · intro h
    have h01 := congrArg Complex.re (h.apply 0 1)
    have h02 := congrArg Complex.re (h.apply 0 2)
    have h12 := congrArg Complex.re (h.apply 1 2)
    simp at h01 h02 h12
    refine Matrix.IsSymm.ext fun i j => ?_
    fin_cases i <;> fin_cases j <;> simp <;> linarith
  · intro hs
    refine Matrix.IsHermitian.ext fun i j => ?_
    fin_cases i <;> fin_cases j <;> apply Complex.ext <;> simp <;>
      linarith [hs.apply 0 1, hs.apply 0 2, hs.apply 1 2]
```

This equivalence depends on the use of plain products $S_k S_l$. If the quadratic term were modelled with the symmetrised products $\tfrac12(S_k S_l + S_l S_k)$, an antisymmetric part of $D$ would drop out. The Hamiltonian would then be Hermitian for every real $D$, and the symmetry condition would serve only to make $D$ unique. For symmetric $D$ the two forms give the same operator.

## The complete correspondence

The main theorem combines these steps. If $H$ is Hermitian, the rebuilt Hamiltonian supplies a triple, and the read-out formulas show that any other admissible triple equals it. Conversely, if $H$ has such a representation, its tensor is symmetric, so $H$ is Hermitian.

In the Lean statement, the triple is a single variable `p`, with `p.1` for $c$, `p.2.1` for $b$ and `p.2.2` for $D$. The quantifier `∃!` means that exactly one triple satisfies all three conditions: symmetry, zero trace and equality with $H$. The parameter count agrees, since $1 + 3 + 5 = 9$ is the number of real parameters in a Hermitian 3×3 matrix.

```lean
/-- **Complete spin-1 Hamiltonian.** A 3×3 matrix is Hermitian if and only if it is
`c 1 + ∑ b_k S_k + ∑ D_kl S_k S_l` for exactly one choice of a real number `c`, a real vector
`b` and a real symmetric traceless tensor `D`. -/
theorem isHermitian_iff_existsUnique (H : Matrix (Fin 3) (Fin 3) ℂ) :
    H.IsHermitian ↔
      ∃! p : ℝ × (Fin 3 → ℝ) × Matrix (Fin 3) (Fin 3) ℝ,
        p.2.2.IsSymm ∧ p.2.2.trace = 0 ∧ H = spinHam p.1 p.2.1 p.2.2 := by
  constructor
  · intro hH
    obtain ⟨hs, ht, hE⟩ := reconstruct H hH
    refine ⟨(isoPart H, fieldPart H, zfsPart H), ⟨hs, ht, hE.symm⟩, ?_⟩
    -- uniqueness: the parameters are determined by the entries
    rintro ⟨c, b, D⟩ ⟨hs', ht', hE'⟩
    obtain ⟨h1, h2, h3⟩ := readout c b D hs' ht'
    have hH' : H = spinHam c b D := hE'
    rw [hH', h1, h2, h3]
  · rintro ⟨⟨c, b, D⟩, ⟨hs, _, hE⟩, _⟩
    have hH' : H = spinHam c b D := hE
    rw [hH']
    exact (spinHam_isHermitian_iff c b D).2 hs
```

The theorem concerns one fixed matrix. If $H$ depends on an applied magnetic field, it supplies a triple at each field value, but it does not say that $b$ is linear in the field or that $D$ is independent of it. The count is also particular to spin 1: for spin $3/2$, a Hermitian matrix has 16 real parameters, more than these terms provide.

## Complex conjugation and real Hamiltonians

The spin matrices are purely imaginary in the Cartesian basis, so $\overline{S_k} = -S_k$, while the products $S_k S_l$ are real. Conjugating every entry therefore gives

$$\overline{H(c, b, D)} = H(c, -b, D).$$

Physically, this is the action of time reversal on a spin 1, which reverses the linear coupling and leaves the zero-field term alone. In Lean, `map star` conjugates each entry without transposing the matrix.

```lean
/-- Complex conjugation in the Cartesian basis reverses the field vector and leaves the
isotropic energy and the tensor `D` unchanged. -/
theorem conj_spinHam (c : ℝ) (b : Fin 3 → ℝ) (D : Matrix (Fin 3) (Fin 3) ℝ) :
    (spinHam c b D).map star = spinHam c (-b) D := by
  rw [spinHam_eq, spinHam_eq]
  ext i j
  fin_cases i <;> fin_cases j <;> apply Complex.ext <;> simp
```

The imaginary part of the entry formula is $-\sum_k \varepsilon_{kij}\, b_k$. If all entries are real, the positions $(2,1)$, $(0,2)$ and $(1,0)$ give $b_0 = b_1 = b_2 = 0$. If $b = 0$, no imaginary part is left. The theorem holds for every real $D$, and so in particular for the unique triple of a Hermitian matrix.

```lean
/-- All entries of the spin Hamiltonian are real exactly when the field vector vanishes. -/
theorem real_iff_field_eq_zero (c : ℝ) (b : Fin 3 → ℝ) (D : Matrix (Fin 3) (Fin 3) ℝ) :
    (∀ i j, (spinHam c b D i j).im = 0) ↔ b = 0 := by
  constructor
  · intro h
    have h0 : b 0 = 0 := by simpa [spinHam_eq] using h 2 1
    have h1 : b 1 = 0 := by simpa [spinHam_eq] using h 0 2
    have h2 : b 2 = 0 := by simpa [spinHam_eq] using h 1 0
    ext k
    fin_cases k <;> simp [h0, h1, h2]
  · rintro rfl i j
    fin_cases i <;> fin_cases j <;> simp [spinHam_eq]
```

Reality here refers to the Cartesian basis. In the $|m\rangle$ basis $S_z$ is the real matrix $\mathrm{diag}(1, 0, -1)$, although it is a pure field term.

## What the trace condition fixes

The squares of the spin components add up to a constant, $\sum_k S_k^2 = 2\cdot\mathbb 1$. Adding $t\,\mathbb 1$ to $D$, with $t$ real, therefore has the same effect as raising $c$ by $2t$:

$$H(c, b, D + t\,\mathbb 1) = H(c + 2t, b, D).$$

In the entry formula, the trace of $D$ grows by $3t$ and the subtracted diagonal entry by $t$, which leaves $2t$. For $t \neq 0$ the two sides have different parameters and the same matrix, so symmetry of $D$ alone would not make the triple unique. Requiring $\mathrm{tr}\,D = 0$ places the whole common energy shift in $c$.

```lean
/-- Adding `t` times the identity to the tensor `D` gives the same Hamiltonian as raising the
isotropic energy by `2 t`. -/
theorem trace_ambiguity (c t : ℝ) (b : Fin 3 → ℝ) (D : Matrix (Fin 3) (Fin 3) ℝ) :
    spinHam c b (D + t • (1 : Matrix (Fin 3) (Fin 3) ℝ)) = spinHam (c + 2 * t) b D := by
  rw [spinHam_eq, spinHam_eq]
  ext i j
  fin_cases i <;> fin_cases j <;> simp <;> ring

end

end CompleteSpinOneHamiltonian
```

```lean
#print axioms CompleteSpinOneHamiltonian.isHermitian_iff_existsUnique
#print axioms CompleteSpinOneHamiltonian.conj_spinHam
#print axioms CompleteSpinOneHamiltonian.real_iff_field_eq_zero
#print axioms CompleteSpinOneHamiltonian.trace_ambiguity
```

```
'CompleteSpinOneHamiltonian.isHermitian_iff_existsUnique' depends on axioms: [propext, Classical.choice, Quot.sound]
'CompleteSpinOneHamiltonian.conj_spinHam' depends on axioms: [propext, Classical.choice, Quot.sound]
'CompleteSpinOneHamiltonian.real_iff_field_eq_zero' depends on axioms: [propext, Classical.choice, Quot.sound]
'CompleteSpinOneHamiltonian.trace_ambiguity' depends on axioms: [propext, Classical.choice, Quot.sound]
```
